# Core-level absorption amplitudes from one linear solve with an invertible occupied overlap matrix

One way to calculate core-level absorption with relaxed orbitals is to describe the initial and final states by Slater determinants. The calculation then loops over the empty final orbitals and evaluates a many-electron transition amplitude for each. With \(N\) valence electrons and a frozen core orbital orthogonal to all final valence orbitals, that amplitude is a determinant of size \(N+1\). Only its last row changes from one final orbital to the next, so the code can factor the common block once and reuse the factors.

Let \(\psi_j\) be the occupied valence orbitals before the core hole is made, \(\varphi_i\) the ones that the same \(N\) electrons occupy in its presence, and \(f\) a final valence orbital that they leave empty for the excited core electron. Let \(d\) be the vector obtained by applying the dipole operator to the core orbital. Define

\[
S_{ij}=\langle\varphi_i,\psi_j\rangle,\quad w_i=\langle\varphi_i,d\rangle,\quad (r_f)_j=\langle f,\psi_j\rangle,\quad w_f=\langle f,d\rangle .
\]

If \(S\) is invertible, the amplitude is

\[
A_f=\det\begin{pmatrix}S&w\\ r_f&w_f\end{pmatrix}=\det S\,\bigl(w_f-r_fS^{-1}w\bigr).
\]

## One factorisation serves all final orbitals

An LU factorisation of \(S\) gives \(\det S\) and the solution of \(Sx=w\). Each further final orbital then costs one dot product, \(A_f=\det S\,(w_f-r_fx)\), instead of a new determinant.

The final-state rule, in the one-particle form used here, takes the intensity to be proportional to \(|w_f|^2\). The term \(r_fx\) is what this omits. It can change relative intensities, including those near an absorption edge, within a model of finitely many non-interacting electrons. The power laws of edge singularities belong to the limit of many electrons and are not derived here.

The amplitudes also obey a sum rule that can expose missing final orbitals. Let the final valence orbitals form a complete orthonormal basis of a valence space that contains all \(\psi_j\), and let \(d\) be projected onto this space, which leaves every \(A_f\) unchanged. With the dressed dipole vector \(\tilde d=d-\sum_jx_j\psi_j\),

\[
\sum_{f\ \text{empty}}|A_f|^2=|\det S|^2\,\|\tilde d\|^2 .
\]

The sum runs over final states with all \(\varphi_i\) occupied and one further electron in \(f\). Configurations with additional excitations are left out.

## Eliminating the occupied block

Subtract \(r_fS^{-1}\) times the upper block row from the last row. This leaves the determinant unchanged:

\[
\det\begin{pmatrix}S&w\\ r_f&w_f\end{pmatrix}
=\det\begin{pmatrix}S&w\\ 0&w_f-r_fS^{-1}w\end{pmatrix}
=\det S\,(w_f-r_fS^{-1}w).
\]

With \(x=S^{-1}w\), linearity of the inner product in its second argument gives

\[
\langle f,\tilde d\rangle=w_f-\sum_jx_j\langle f,\psi_j\rangle=w_f-r_fx,
\]

so \(A_f=\det S\,\langle f,\tilde d\rangle\). For an occupied final orbital,

\[
\langle\varphi_i,\tilde d\rangle=w_i-\sum_jS_{ij}x_j=w_i-(Sx)_i=0 .
\]

Parseval's identity in the final basis reads

\[
\|\tilde d\|^2=\sum_i|\langle\varphi_i,\tilde d\rangle|^2+\sum_{f\ \text{empty}}|\langle f,\tilde d\rangle|^2 .
\]

The first sum vanishes, and multiplying by \(|\det S|^2\) gives the sum rule.

If \(w=0\), the original matrix is block triangular and \(A_f=\det S\,w_f\), even for singular \(S\). If \(\det S\ne0\), the one-particle intensities are then correct up to a non-zero factor common to all \(f\); if \(\det S=0\), all these amplitudes vanish.

For one valence electron the determinant is

\[
A_f=\langle\varphi,\psi\rangle\langle f,d\rangle-\langle\varphi,d\rangle\langle f,\psi\rangle .
\]

Take the final basis \(e_0,e_1,e_2\) with \(e_0\) occupied, the normalised initial orbital \(\psi=(4/5,3/5,0)\), and \(d=(1,1,1)\). Then

\[
A_1=\tfrac45\cdot1-1\cdot\tfrac35=\tfrac15,\qquad
A_2=\tfrac45\cdot1-1\cdot0=\tfrac45 .
\]

The intensity ratio is \((1/25)/(16/25)=1/16\), whereas \(|w_1|^2/|w_2|^2=1\). Rescaling \(d\) changes neither ratio. The sum rule can be checked as well: \(\tilde d=(0,1/4,1)\), and \((16/25)(17/16)=17/25=1/25+16/25\).

In the limit without relaxation, \(\varphi_i=\psi_i\) with all final orbitals orthonormal. Then \(S\) is the identity, \(r_f=0\), and \(A_f=w_f\). A code run with the core-hole potential switched off should reproduce \(|A_f|=|w_f|\), provided both sets of occupied orbitals span the same space. The amplitudes themselves may differ by a common phase \(\det S\), because separately computed orbitals can differ by phases or by a unitary mixing of the occupied ones.

## The identities in Lean

```lean
import Mathlib

open Matrix

namespace CoreLevelEdge

noncomputable section

variable {n m E : Type*} [Fintype n] [DecidableEq n] [Fintype m]
  [NormedAddCommGroup E] [InnerProductSpace ℂ E]

/-- The matrix of one-particle overlaps `⟨φ i, ψ j⟩` between two families of orbitals. -/
def overlap {ι : Type*} (φ ψ : ι → E) : Matrix ι ι ℂ :=
  Matrix.of fun i j => inner ℂ (φ i) (ψ j)

/-- The many-body absorption amplitude: the determinant of the overlaps between the final
orbitals `φ` and `χ` and the initial orbitals `ψ` joined by the dipole-excited core orbital `d`. -/
def amplitude (φ ψ : n → E) (χ d : E) : ℂ :=
  (overlap (Sum.elim φ fun _ : Fin 1 => χ) (Sum.elim ψ fun _ : Fin 1 => d)).det

/-- The dipole vector `d` minus the combination of initial orbitals with coefficients `S⁻¹ w`,
where `S` is the occupied overlap matrix, taken to be invertible, and `w i = ⟨φ i, d⟩`. -/
def dressedDipole (φ ψ : n → E) (d : E) : E :=
  d - ∑ j, ((overlap φ ψ)⁻¹ *ᵥ fun i => inner ℂ (φ i) d) j • ψ j

omit [Fintype n] [DecidableEq n] in
/-- The full overlap matrix splits into the occupied block, the dipole column, the row of the
final orbital `χ`, and the single-particle dipole element. -/
theorem overlap_blocks (φ ψ : n → E) (χ d : E) :
    overlap (Sum.elim φ fun _ : Fin 1 => χ) (Sum.elim ψ fun _ : Fin 1 => d) =
      Matrix.fromBlocks (overlap φ ψ) (Matrix.of fun i _ => inner ℂ (φ i) d)
        (Matrix.of fun _ j => inner ℂ χ (ψ j)) (Matrix.of fun _ _ => inner ℂ χ d) := by
  ext i j
  rcases i with i | i <;> rcases j with j | j <;> rfl

/-- For an invertible occupied overlap matrix `S`, the many-body amplitude is `det S` times
`w_f - r_f S⁻¹ w`, where `w i = ⟨φ i, d⟩`, `r_f j = ⟨χ, ψ j⟩` and `w_f = ⟨χ, d⟩`. -/
theorem amplitude_eq (φ ψ : n → E) (χ d : E) (hS : IsUnit (overlap φ ψ).det) :
    amplitude φ ψ χ d = (overlap φ ψ).det *
      (inner ℂ χ d - (fun j => inner ℂ χ (ψ j)) ⬝ᵥ
        ((overlap φ ψ)⁻¹ *ᵥ fun i => inner ℂ (φ i) d)) := by
  let := Matrix.invertibleOfIsUnitDet _ hS
  -- Schur complement of the occupied block
  rw [amplitude, overlap_blocks, Matrix.det_fromBlocks₁₁, Matrix.det_fin_one,
    Matrix.invOf_eq_nonsing_inv]
  simp only [Matrix.mul_assoc, Matrix.sub_apply, Matrix.mul_apply, Matrix.mulVec,
    dotProduct, Matrix.of_apply]

/-- For an invertible occupied overlap matrix, the many-body amplitude is its determinant times
the single-particle overlap of the final orbital with the dressed dipole vector. -/
theorem amplitude_eq_dressed (φ ψ : n → E) (χ d : E) (hS : IsUnit (overlap φ ψ).det) :
    amplitude φ ψ χ d = (overlap φ ψ).det * inner ℂ χ (dressedDipole φ ψ d) := by
  rw [amplitude_eq φ ψ χ d hS]
  congr 1
  simp only [dressedDipole, inner_sub_right, inner_sum, inner_smul_right, dotProduct]
  congr 1
  exact Finset.sum_congr rfl fun j _ => mul_comm _ _

/-- For an invertible occupied overlap matrix, the dressed dipole vector is orthogonal to every
occupied final orbital. -/
theorem dressedDipole_orthogonal (φ ψ : n → E) (d : E) (hS : IsUnit (overlap φ ψ).det)
    (i : n) : inner ℂ (φ i) (dressedDipole φ ψ d) = 0 := by
  have h : overlap φ ψ *ᵥ ((overlap φ ψ)⁻¹ *ᵥ fun i => inner ℂ (φ i) d) =
      fun i => inner ℂ (φ i) d := by
    rw [Matrix.mulVec_mulVec, Matrix.mul_nonsing_inv _ hS, Matrix.one_mulVec]
  have hi := congrFun h i
  simp only [Matrix.mulVec, dotProduct] at hi
  simp only [dressedDipole, inner_sub_right, inner_sum, inner_smul_right, Matrix.mulVec,
    dotProduct]
  rw [sub_eq_zero, ← hi]
  exact Finset.sum_congr rfl fun j _ => mul_comm _ _

/-- Sum rule: for a complete orthonormal set of final orbitals and an invertible occupied overlap
matrix `S`, the intensities summed over the empty final orbitals give `|det S|²` times the
squared norm of the dressed dipole vector. -/
theorem intensity_sum_rule (b : OrthonormalBasis (n ⊕ m) ℂ E) (ψ : n → E) (d : E)
    (hS : IsUnit (overlap (fun i => b (Sum.inl i)) ψ).det) :
    ∑ f : m, ‖amplitude (fun i => b (Sum.inl i)) ψ (b (Sum.inr f)) d‖ ^ 2 =
      ‖(overlap (fun i => b (Sum.inl i)) ψ).det‖ ^ 2 *
        ‖dressedDipole (fun i => b (Sum.inl i)) ψ d‖ ^ 2 := by
  have h0 : ∀ i : n, inner ℂ (b (Sum.inl i))
      (dressedDipole (fun i => b (Sum.inl i)) ψ d) = 0 :=
    fun i => dressedDipole_orthogonal (fun i => b (Sum.inl i)) ψ d hS i
  -- Parseval: the occupied orbitals contribute nothing
  have hp := b.sum_sq_norm_inner_right (dressedDipole (fun i => b (Sum.inl i)) ψ d)
  rw [Fintype.sum_sum_type] at hp
  simp only [h0, norm_zero, ne_eq, OfNat.ofNat_ne_zero, not_false_eq_true, zero_pow,
    Finset.sum_const_zero, zero_add] at hp
  rw [← hp, Finset.mul_sum]
  refine Finset.sum_congr rfl fun f _ => ?_
  rw [amplitude_eq_dressed _ _ _ _ hS, norm_mul, mul_pow]

/-- If the dipole vector is orthogonal to all occupied final orbitals, the many-body amplitude is
the single-particle dipole element times the determinant of the occupied overlap matrix. -/
theorem final_state_rule_of_orthogonal (φ ψ : n → E) (χ d : E)
    (h : ∀ i, inner ℂ (φ i) d = 0) :
    amplitude φ ψ χ d = (overlap φ ψ).det * inner ℂ χ d := by
  have hw : (Matrix.of fun i _ => inner ℂ (φ i) d : Matrix n (Fin 1) ℂ) = 0 := by
    ext i j
    exact h i
  rw [amplitude, overlap_blocks, hw, Matrix.det_fromBlocks_zero₁₂, Matrix.det_fin_one]
  rfl

/-- With one valence electron, the amplitude is the direct product of overlaps minus the
exchanged one. -/
theorem amplitude_one_electron (φ ψ χ d : E) :
    amplitude (fun _ : Fin 1 => φ) (fun _ => ψ) χ d =
      inner ℂ φ ψ * inner ℂ χ d - inner ℂ φ d * inner ℂ χ ψ := by
  obtain ⟨e, h0, h1⟩ : ∃ e : Fin 2 ≃ Fin 1 ⊕ Fin 1, e 0 = Sum.inl 0 ∧ e 1 = Sum.inr 0 :=
    ⟨(finSumFinEquiv (m := 1) (n := 1)).symm, rfl, rfl⟩
  rw [amplitude, ← Matrix.det_submatrix_equiv_self e, Matrix.det_fin_two]
  simp only [Matrix.submatrix_apply, h0, h1, overlap, Matrix.of_apply, Sum.elim_inl,
    Sum.elim_inr]

/-- The final orbitals of the three-level example: the standard basis vectors. -/
def finalOrbital (k : Fin 3) : EuclideanSpace ℂ (Fin 3) := EuclideanSpace.single k 1

/-- The occupied initial orbital `(4/5, 3/5, 0)` of the three-level example. -/
def initialOrbital : EuclideanSpace ℂ (Fin 3) := !₂[4 / 5, 3 / 5, 0]

/-- The dipole vector `(1, 1, 1)` of the three-level example. -/
def dipoleVector : EuclideanSpace ℂ (Fin 3) := !₂[1, 1, 1]

/-- In the three-level example with the first final orbital occupied, the many-body intensities
of the second and third final orbitals have ratio `1/16`, while their squared single-particle
dipole elements have ratio `1`. -/
theorem final_state_rule_fails :
    ‖amplitude (fun _ : Fin 1 => finalOrbital 0) (fun _ => initialOrbital)
        (finalOrbital 1) dipoleVector‖ ^ 2 /
      ‖amplitude (fun _ : Fin 1 => finalOrbital 0) (fun _ => initialOrbital)
        (finalOrbital 2) dipoleVector‖ ^ 2 = 1 / 16 ∧
    ‖inner ℂ (finalOrbital 1) dipoleVector‖ ^ 2 /
      ‖inner ℂ (finalOrbital 2) dipoleVector‖ ^ 2 = 1 := by
  -- the two amplitudes are 1/5 and 4/5
  have h1 : amplitude (fun _ : Fin 1 => finalOrbital 0) (fun _ => initialOrbital)
      (finalOrbital 1) dipoleVector = 1 / 5 := by
    rw [amplitude_one_electron]
    norm_num [finalOrbital, initialOrbital, dipoleVector, EuclideanSpace.inner_single_left]
  have p0 : initialOrbital.ofLp 0 = 4 / 5 := rfl
  have p2 : initialOrbital.ofLp 2 = 0 := rfl
  have d0 : dipoleVector.ofLp 0 = 1 := rfl
  have d1 : dipoleVector.ofLp 1 = 1 := rfl
  have d2 : dipoleVector.ofLp 2 = 1 := rfl
  have h2 : amplitude (fun _ : Fin 1 => finalOrbital 0) (fun _ => initialOrbital)
      (finalOrbital 2) dipoleVector = 4 / 5 := by
    rw [amplitude_one_electron]
    norm_num [finalOrbital, EuclideanSpace.inner_single_left, p0, p2, d0, d2]
  constructor
  · rw [h1, h2]
    norm_num
  · norm_num [finalOrbital, EuclideanSpace.inner_single_left, d1, d2]

end

end CoreLevelEdge
```

```lean
#print axioms CoreLevelEdge.intensity_sum_rule
#print axioms CoreLevelEdge.final_state_rule_of_orthogonal
#print axioms CoreLevelEdge.amplitude_one_electron
#print axioms CoreLevelEdge.final_state_rule_fails
```

```
'CoreLevelEdge.intensity_sum_rule' depends on axioms: [propext, Classical.choice, Quot.sound]
'CoreLevelEdge.final_state_rule_of_orthogonal' depends on axioms: [propext, Classical.choice, Quot.sound]
'CoreLevelEdge.amplitude_one_electron' depends on axioms: [propext, Classical.choice, Quot.sound]
'CoreLevelEdge.final_state_rule_fails' depends on axioms: [propext, Classical.choice, Quot.sound]
```

## Exact algebra for orbitals supplied by the calculation

The type `E` is a complex inner product space, and `inner ℂ x y` is conjugate-linear in `x`, as in Dirac notation. The finite type `n` labels the occupied orbitals of both families, so they are equal in number. It may be empty, in which case the amplitude is just \(\langle f,d\rangle\). The final orbital \(f\) is called `χ` in most statements; in `intensity_sum_rule`, `f` is instead an index in `m`, the type that labels the empty orbitals.

`overlap` builds the matrix of inner products. `amplitude` uses `Sum.elim` to append `χ` to the final family and `d` to the initial one, then takes the determinant. `dressedDipole` is \(\tilde d\). The hypothesis `hS` says that \(\det S\) is a unit, which for complex numbers means non-zero. Without it the factorised formula can fail: for one electron with \(S=0\), the true amplitude is \(-w\,r_f\), which may be non-zero, while the right-hand side in Lean is zero. A code that meets a singular \(S\) should evaluate the full determinant.

The theorems follow the derivation in order:

- `overlap_blocks` checks the block form entry by entry.
- `amplitude_eq` performs the elimination through `Matrix.det_fromBlocks₁₁`; the remaining determinant is one by one and reduces to a number.
- `amplitude_eq_dressed` expands \(\langle f,\tilde d\rangle\) by linearity and matches it to the bracket.
- `dressedDipole_orthogonal` uses \(SS^{-1}=1\) to obtain \(Sx=w\), then reads off component \(i\).
- `intensity_sum_rule` splits Parseval's identity into occupied and empty parts and removes the occupied part by orthogonality.
- `final_state_rule_of_orthogonal` sets the dipole column to zero and uses the block-triangular determinant.
- `amplitude_one_electron` relabels the two indices and expands the two-by-two determinant.
- `final_state_rule_fails` evaluates the amplitudes as \(1/5\) and \(4/5\), then proves both ratios.

The determinant identities hold for arbitrary vectors, orthonormal or not, and `E` may be infinite-dimensional. The sum rule takes an `OrthonormalBasis` indexed by `n ⊕ m`, with both types finite, so there `E` is finite-dimensional. In a code, this is the space spanned by all final valence orbitals, occupied and empty. The initial orbitals \(\psi_j\) must lie in it, and `d` must be projected onto it. To test for missing orbitals, the projection and the norm should be computed without using the list of final orbitals under test. For non-orthogonal basis functions, the inner products must include their overlap matrix.

The step from this model to a spectrum is the identification of `amplitude` with the dipole matrix element between two Slater determinants. It holds for orthonormal orbitals within each state and a frozen core orbital orthogonal to all final valence orbitals. Terms in which the dipole operator acts on a valence electron then vanish, because they leave a column of zero overlaps with the core orbital. In the sum rule, `E` is accordingly the valence space, without the core orbital.

No Hamiltonian or core-hole potential appears in the definitions. The three-level example therefore refutes exact proportionality to \(|w_f|^2\) as a general rule for such determinants; it does not measure the error of that approximation in a material. The theorems concern exact complex numbers, so a code still has to control rounding when \(S\) is nearly singular.
